# Central-difference kinetic symbols never decrease with stencil order and never exceed the exact value

For integers $N\ge 1$ and $1\le j\le N$, let
$$c_j^{(N)}=\frac{2(-1)^{j+1}(N!)^2}{j^2\,(N-j)!\,(N+j)!}$$
be the weights of the order-$2N$ central difference for the second derivative. For every real $t$,
$$S_N(t):=2\sum_{j=1}^N c_j^{(N)}(1-\cos jt)=2\sum_{n=1}^N\frac{(2\sin(t/2))^{2n}}{n^2\binom{2n}{n}} .$$
Hence $S_N(t)$ is nondecreasing in $N$. It also satisfies $S_N(t)\le t^2$.

On a grid of spacing $h$, the stencil for $-h^2\,d^2/dx^2$ sends $f(x)$ to $-\sum_j c_j^{(N)}[f(x+jh)-2f(x)+f(x-jh)]$. For $f=e^{ikx}$ each bracket is $(2\cos jkh-2)e^{ikx}$, so the plane wave is multiplied by $S_N(kh)$, where the exact operator gives $(kh)^2$. For a free electron on a uniform one-dimensional grid, the discretised kinetic energy $S_N(kh)/(2h^2)$, in atomic units, therefore never lies above $k^2/2$, and raising the order at fixed $h$ never lowers it.

## Powers of the sine as cosine sums

Put $u=2\sin(t/2)$, so that $u^2=2-2\cos t$. Because $2\cos t\cos jt=\cos(j+1)t+\cos(j-1)t$, multiplying $\sum_{j\in\mathbb Z}b_j\cos jt$, with $b_j=b_{-j}$ and finitely many nonzero terms, by $u^2$ replaces $b_j$ by $2b_j-b_{j-1}-b_{j+1}$. For $b_j=(-1)^j\binom{2N}{N+j}$ this is
$$(-1)^j\left[\tbinom{2N}{N+j-1}+2\tbinom{2N}{N+j}+\tbinom{2N}{N+j+1}\right]=(-1)^j\tbinom{2N+2}{N+1+j},$$
by Pascal's rule used twice. Starting from $u^0=1$, induction gives
$$u^{2N}=\tbinom{2N}{N}+2\sum_{j=1}^N(-1)^j\tbinom{2N}{N+j}\cos jt .$$
The definition of the weights gives $j^2c_j^{(N)}=2(-1)^{j+1}\binom{2N}{N+j}/\binom{2N}{N}$, and therefore
$$\sum_{j=1}^N j^2c_j^{(N)}\cos jt=1-\frac{u^{2N}}{\binom{2N}{N}}.\qquad(1)$$

## The increment between consecutive orders

Comparing factorials, for $1\le j\le N$,
$$(N+1)^2c_j^{(N)}=\left[(N+1)^2-j^2\right]c_j^{(N+1)} .$$
The right side vanishes at $j=N+1$, so that term may be included in the sum. Multiplying by $2(1-\cos jt)$ and summing,
$$(N+1)^2\left[S_{N+1}(t)-S_N(t)\right]=2\sum_{j=1}^{N+1}j^2c_j^{(N+1)}(1-\cos jt)=\frac{2u^{2N+2}}{\binom{2N+2}{N+1}} .$$
The last equality subtracts (1) at $t$ from (1) at $0$, both at order $N+1$. The increment is nonnegative, and summing from $S_0=0$ gives the closed form.

The increment is not the new term $j=N+1$ alone, since every weight changes with the order. From $N=1$ to $N=2$, $c_1$ goes from $1$ to $4/3$ and $c_2=-1/12$ appears. In this step the new term by itself is $-(1-\cos 2t)/6\le 0$, while the full increment is $u^4/12\ge 0$.

## The sign of the error

Let $E=t^2-S_N(t)$. Then $E'=2t-2\sum_j jc_j^{(N)}\sin jt$, and by (1)
$$E''=2-2\sum_j j^2c_j^{(N)}\cos jt=\frac{2u^{2N}}{\binom{2N}{N}}\ge0 .$$
Since $E(0)=E'(0)=0$, first $E'$ and then $E$ is nonnegative for $t\ge0$. Evenness covers $t<0$.

The formal development stops at this sign, but the same argument also yields a size: $|u|\le|t|$, integrated twice, gives
$$0\le t^2-S_N(t)\le\frac{2\,t^{2N+2}}{(2N+1)(2N+2)\binom{2N}{N}} .$$

## Weights, stencil and symbol in Lean

```lean
import Mathlib

open Finset

namespace FiniteDifferenceKineticSymbol

noncomputable section
```

The weights are defined by their formula; their derivation from an accuracy condition is not part of the development. Only $1\le j\le N$ enters the sums below.

```lean
/-- Weight of the neighbours at distance `j` in the central-difference second derivative
with `N` neighbours on each side; the domain is `1 ≤ j ≤ N`. -/
def coeff (N j : ℕ) : ℝ :=
  2 * (-1) ^ (j + 1) * (N.factorial : ℝ) ^ 2 /
    ((j : ℝ) ^ 2 * ((N - j).factorial : ℝ) * ((N + j).factorial : ℝ))
```

The stencil acts on complex functions on the whole line. There are no boundaries and no potential. The factor $h^2$ is absorbed, so no division by the spacing occurs.

```lean
/-- The finite-difference form of `-d²/dx²` on a grid of spacing `h`, multiplied by `h²`. -/
def stencil (N : ℕ) (h : ℝ) (f : ℝ → ℂ) (x : ℝ) : ℂ :=
  -∑ j ∈ Icc 1 N, (coeff N j : ℂ) * (f (x + j * h) - 2 * f x + f (x - j * h))
```

The real function `symbol N t` is $S_N(t)$, with $t=kh$ the phase per grid step.

```lean
/-- The kinetic symbol of the stencil as a function of the phase `t` per grid step. -/
def symbol (N : ℕ) (t : ℝ) : ℝ :=
  2 * ∑ j ∈ Icc 1 N, coeff N j * (1 - Real.cos (j * t))
```

The next theorem ties the symbol to the operator for all real $h$, $k$ and $x$. Its proof factors the phases of the two neighbours, `hp` and `hm`, and adds them to a cosine.

```lean
/-- The stencil multiplies a plane wave of wavenumber `k` by the symbol at `k h`. -/
theorem stencil_planeWave (N : ℕ) (h k x : ℝ) :
    stencil N h (fun y => Complex.exp (Complex.I * (k * y))) x =
      symbol N (k * h) * Complex.exp (Complex.I * (k * x)) := by
  simp only [stencil, symbol]
  push_cast
  rw [mul_sum, sum_mul, ← sum_neg_distrib]
  refine sum_congr rfl fun j _ => ?_
  -- the two neighbours carry opposite phases
  have hp : Complex.exp (Complex.I * (k * (x + j * h))) =
      Complex.exp (Complex.I * (k * x)) * Complex.exp ((j * (k * h)) * Complex.I) := by
    rw [← Complex.exp_add]
    congr 1
    ring
  have hm : Complex.exp (Complex.I * (k * (x - j * h))) =
      Complex.exp (Complex.I * (k * x)) * Complex.exp (-(j * (k * h)) * Complex.I) := by
    rw [← Complex.exp_add]
    congr 1
    ring
  rw [hp, hm, Complex.cos]
  ring
```

## The cosine expansion in Lean

The second-difference rule is stated for a one-sided sum cut off at `K`. The summation index starts at 0, so `j + 1` is the distance. The constant term $2b_0-2b_1$ reflects $b_{-1}=b_1$, and the last line holds the boundary terms.

```lean
/-- Multiplying a cosine sum by `2 - 2 cos t` takes negative second differences of its
coefficients, up to a boundary term. -/
theorem cosine_sum_mul (b : ℕ → ℝ) (t : ℝ) (K : ℕ) :
    (2 - 2 * Real.cos t) *
        (b 0 + 2 * ∑ j ∈ range K, b (j + 1) * Real.cos (((j : ℝ) + 1) * t)) =
      (2 * b 0 - 2 * b 1) +
        2 * ∑ j ∈ range K,
          (2 * b (j + 1) - b j - b (j + 1 + 1)) * Real.cos (((j : ℝ) + 1) * t) +
        2 * (b (K + 1) * Real.cos (K * t) - b K * Real.cos (((K : ℝ) + 1) * t)) := by
  induction K with
  | zero =>
    simp only [sum_range_zero, Nat.cast_zero, zero_mul, zero_add, one_mul, Real.cos_zero,
      mul_zero, add_zero]
    ring
  | succ K ih =>
    have hc : Real.cos (((K : ℝ) + 1 + 1) * t) =
        2 * Real.cos t * Real.cos (((K : ℝ) + 1) * t) - Real.cos (K * t) := by
      rw [show ((K : ℝ) + 1 + 1) * t = ((K : ℝ) + 1) * t + t by ring,
        show (K : ℝ) * t = ((K : ℝ) + 1) * t - t by ring, Real.cos_add, Real.cos_sub]
      ring
    rw [sum_range_succ, sum_range_succ]
    simp only [Nat.cast_add, Nat.cast_one]
    linear_combination ih + 2 * b (K + 1) * hc
```

The expansion holds for every cutoff `K` with `N ≤ K`. This freedom lets the induction step use the order-`N` expansion at a larger cutoff, where `hb0` and `hb1` make the boundary terms vanish. Pascal's rule enters through `hp`, and through `h0` for the constant term.

```lean
/-- Cosine expansion of `(2 - 2 cos t)^N`, with coefficients given by the binomial coefficients `(2
* N).choose (N + j)` with alternating signs, doubled for `j ≥ 1`. -/
theorem cosine_expansion (t : ℝ) (N : ℕ) : ∀ K, N ≤ K →
    (2 - 2 * Real.cos t) ^ N = ((2 * N).choose N : ℝ) +
      2 * ∑ j ∈ range K, (-1) ^ (j + 1) * ((2 * N).choose (N + (j + 1)) : ℝ) *
        Real.cos (((j : ℝ) + 1) * t) := by
  induction N with
  | zero => intro K _; simp
  | succ N ih =>
    intro K hK
    have h := cosine_sum_mul (fun j => (-1) ^ j * ((2 * N).choose (N + j) : ℝ)) t K
    have hb0 : (2 * N).choose (N + K) = 0 := Nat.choose_eq_zero_of_lt (by omega)
    have hb1 : (2 * N).choose (N + (K + 1)) = 0 := Nat.choose_eq_zero_of_lt (by omega)
    -- Pascal's rule applied twice
    have hp : ∀ j : ℕ, ((2 * (N + 1)).choose (N + 1 + (j + 1)) : ℝ) =
        (2 * N).choose (N + j) + 2 * (2 * N).choose (N + (j + 1)) +
          (2 * N).choose (N + (j + 1 + 1)) := by
      intro j
      rw [show 2 * (N + 1) = 2 * N + 1 + 1 by ring,
        show N + 1 + (j + 1) = N + j + 1 + 1 by ring, Nat.choose_succ_succ',
        Nat.choose_succ_succ', Nat.choose_succ_succ' (2 * N) (N + j + 1),
        show N + (j + 1) = N + j + 1 by ring, show N + (j + 1 + 1) = N + j + 1 + 1 by ring]
      push_cast
      ring
    have h0 : ((2 * (N + 1)).choose (N + 1) : ℝ) =
        2 * (2 * N).choose N + 2 * (2 * N).choose (N + 1) := by
      rw [show 2 * (N + 1) = 2 * N + 1 + 1 by ring, Nat.choose_succ_succ',
        ← Nat.choose_symm_half N, Nat.choose_succ_succ']
      push_cast
      ring
    have hs : ∑ j ∈ range K, (-1) ^ (j + 1) *
          ((2 * (N + 1)).choose (N + 1 + (j + 1)) : ℝ) * Real.cos (((j : ℝ) + 1) * t) =
        ∑ j ∈ range K, (2 * ((-1) ^ (j + 1) * ((2 * N).choose (N + (j + 1)) : ℝ)) -
          (-1) ^ j * ((2 * N).choose (N + j) : ℝ) -
          (-1) ^ (j + 1 + 1) * ((2 * N).choose (N + (j + 1 + 1)) : ℝ)) *
            Real.cos (((j : ℝ) + 1) * t) := by
      refine sum_congr rfl fun j _ => ?_
      rw [hp j]
      ring
    simp only [hb0, hb1, Nat.cast_zero, mul_zero, zero_mul, sub_zero, add_zero, pow_zero,
      one_mul] at h
    rw [pow_succ, ih K (by omega), h0, hs]
    linear_combination h
```

Writing $N=j+m$ removes the natural-number subtraction, after which the factorials cancel.

```lean
/-- For `1 ≤ j ≤ N`, the weight times the squared distance is `2 * (-1) ^ (j + 1)` times a ratio of
binomial coefficients. -/
theorem sq_mul_coeff {N j : ℕ} (h1 : 1 ≤ j) (h2 : j ≤ N) :
    (j : ℝ) ^ 2 * coeff N j =
      2 * (-1) ^ (j + 1) * ((2 * N).choose (N + j) : ℝ) / ((2 * N).choose N : ℝ) := by
  obtain ⟨m, rfl⟩ := Nat.exists_eq_add_of_le h2
  have hj : (j : ℝ) ≠ 0 := by exact_mod_cast (by omega : j ≠ 0)
  have hf : ∀ n : ℕ, (n.factorial : ℝ) ≠ 0 := fun n => by
    exact_mod_cast n.factorial_ne_zero
  have f1 := hf m
  have f2 := hf (j + m)
  have f3 := hf (j + m + j)
  have f4 := hf (2 * (j + m))
  unfold coeff
  rw [Nat.cast_choose ℝ (show j + m + j ≤ 2 * (j + m) by omega),
    Nat.cast_choose ℝ (show j + m ≤ 2 * (j + m) by omega),
    show 2 * (j + m) - (j + m + j) = m by omega,
    show 2 * (j + m) - (j + m) = j + m by omega, show j + m - j = m by omega]
  field_simp
```

Equation (1) follows from the half-angle identity `hs`, the index shift `hshift` and the two preceding theorems.

```lean
/-- The weighted cosine sum `∑ j² c_j cos(jt)` differs from one by a single power of
`2 sin(t/2)` divided by a central binomial coefficient. -/
theorem sum_sq_coeff_cos (N : ℕ) (t : ℝ) :
    ∑ j ∈ Icc 1 N, (j : ℝ) ^ 2 * coeff N j * Real.cos (j * t) =
      1 - (2 * Real.sin (t / 2)) ^ (2 * N) / ((2 * N).choose N : ℝ) := by
  have hC : ((2 * N).choose N : ℝ) ≠ 0 := by
    exact_mod_cast (Nat.choose_pos (by omega : N ≤ 2 * N)).ne'
  have hs : (2 * Real.sin (t / 2)) ^ (2 * N) = (2 - 2 * Real.cos t) ^ N := by
    have h := Real.cos_two_mul (t / 2)
    have h2 := Real.sin_sq_add_cos_sq (t / 2)
    rw [show 2 * (t / 2) = t by ring] at h
    rw [pow_mul]
    congr 1
    linear_combination 4 * h2 + 2 * h
  have hshift : ∀ (f : ℕ → ℝ) (M : ℕ), ∑ j ∈ Icc 1 M, f j = ∑ j ∈ range M, f (j + 1) := by
    intro f M
    induction M with
    | zero => simp
    | succ M ih => rw [sum_Icc_succ_top (by omega), ih, sum_range_succ]
  have hsum : ∑ j ∈ range N, ((j + 1 : ℕ) : ℝ) ^ 2 * coeff N (j + 1) *
        Real.cos (((j + 1 : ℕ) : ℝ) * t) =
      -(2 / ((2 * N).choose N : ℝ)) * ∑ j ∈ range N, (-1) ^ (j + 1) *
        ((2 * N).choose (N + (j + 1)) : ℝ) * Real.cos (((j : ℝ) + 1) * t) := by
    rw [mul_sum]
    refine sum_congr rfl fun j hj => ?_
    have hj' := mem_range.mp hj
    rw [sq_mul_coeff (by omega) (by omega)]
    simp only [Nat.cast_add, Nat.cast_one]
    ring
  rw [hs, cosine_expansion t N N le_rfl, hshift, hsum, add_div, div_self hC]
  ring
```

## Closed form and monotonicity in Lean

In the increment theorem, `hA` is the difference of (1) at $0$ and at $t$, `hstep` relates the weights of consecutive orders, `hB` includes the vanishing term, and `hD` splits the sum. The final `linear_combination` assembles them.

```lean
/-- Adding one more neighbour on each side raises the symbol by a single even power of
`2 sin(t/2)` with a positive factor. -/
theorem symbol_succ (N : ℕ) (t : ℝ) :
    symbol (N + 1) t = symbol N t + 2 * (2 * Real.sin (t / 2)) ^ (2 * (N + 1)) /
      (((N : ℝ) + 1) ^ 2 * ((2 * (N + 1)).choose (N + 1) : ℝ)) := by
  have hC : ((2 * (N + 1)).choose (N + 1) : ℝ) ≠ 0 := by
    exact_mod_cast (Nat.choose_pos (by omega : N + 1 ≤ 2 * (N + 1))).ne'
  have hn : ((N : ℝ) + 1) ^ 2 ≠ 0 := by positivity
  -- the part of the new symbol weighted by j²
  have hA : ∑ j ∈ Icc 1 (N + 1), (j : ℝ) ^ 2 * coeff (N + 1) j * (1 - Real.cos (j * t)) =
      (2 * Real.sin (t / 2)) ^ (2 * (N + 1)) / ((2 * (N + 1)).choose (N + 1) : ℝ) := by
    have h0 := sum_sq_coeff_cos (N + 1) 0
    simp only [mul_zero, Real.cos_zero, mul_one, zero_div, Real.sin_zero] at h0
    rw [zero_pow (by omega), zero_div, sub_zero] at h0
    simp_rw [mul_sub, mul_one, sum_sub_distrib]
    rw [h0, sum_sq_coeff_cos]
    ring
  have hA' := (eq_div_iff hC).mp hA
  -- relation between the weights of consecutive orders
  have hstep : ∀ j ∈ Icc 1 N, ((N : ℝ) + 1) ^ 2 * coeff N j =
      (((N : ℝ) + 1) ^ 2 - (j : ℝ) ^ 2) * coeff (N + 1) j := by
    intro j hj
    obtain ⟨h1, h2⟩ := mem_Icc.mp hj
    obtain ⟨m, rfl⟩ := Nat.exists_eq_add_of_le h2
    have hj0 : (j : ℝ) ≠ 0 := by exact_mod_cast (by omega : j ≠ 0)
    unfold coeff
    rw [show j + m + 1 - j = m + 1 by omega, show j + m - j = m by omega,
      show j + m + 1 + j = j + m + j + 1 by omega, Nat.factorial_succ (j + m),
      Nat.factorial_succ m, Nat.factorial_succ (j + m + j)]
    push_cast
    field_simp
    ring
  have hB : ((N : ℝ) + 1) ^ 2 * ∑ j ∈ Icc 1 N, coeff N j * (1 - Real.cos (j * t)) =
      ∑ j ∈ Icc 1 (N + 1), (((N : ℝ) + 1) ^ 2 - (j : ℝ) ^ 2) * coeff (N + 1) j *
        (1 - Real.cos (j * t)) := by
    rw [sum_Icc_succ_top (by omega), mul_sum, Nat.cast_add, Nat.cast_one, sub_self,
      zero_mul, zero_mul, add_zero]
    refine sum_congr rfl fun j hj => ?_
    rw [← hstep j hj]
    ring
  have hD : ∑ j ∈ Icc 1 (N + 1), (((N : ℝ) + 1) ^ 2 - (j : ℝ) ^ 2) * coeff (N + 1) j *
        (1 - Real.cos (j * t)) =
      ((N : ℝ) + 1) ^ 2 * ∑ j ∈ Icc 1 (N + 1), coeff (N + 1) j * (1 - Real.cos (j * t)) -
        ∑ j ∈ Icc 1 (N + 1), (j : ℝ) ^ 2 * coeff (N + 1) j * (1 - Real.cos (j * t)) := by
    rw [mul_sum, ← sum_sub_distrib]
    refine sum_congr rfl fun j _ => ?_
    ring
  unfold symbol
  rw [← sub_eq_iff_eq_add', eq_div_iff (mul_ne_zero hn hC)]
  linear_combination 2 * hA' - 2 * ((2 * (N + 1)).choose (N + 1) : ℝ) * (hB + hD)
```

Induction on `N` sums the increments. The statement includes `N = 0`, where both sides are zero.

```lean
/-- Closed form of the kinetic symbol as a sum of even powers of `2 sin(t/2)`. -/
theorem symbol_eq (N : ℕ) (t : ℝ) :
    symbol N t = 2 * ∑ n ∈ Icc 1 N,
      (2 * Real.sin (t / 2)) ^ (2 * n) / ((n : ℝ) ^ 2 * ((2 * n).choose n : ℝ)) := by
  induction N with
  | zero => simp [symbol]
  | succ N ih =>
    rw [symbol_succ, ih, sum_Icc_succ_top (by omega), Nat.cast_add, Nat.cast_one]
    ring
```

Here `Monotone` means that, at fixed `t`, $N\le M$ implies $S_N(t)\le S_M(t)$. Checking consecutive orders suffices.

```lean
/-- At every phase the kinetic symbol is nondecreasing in the stencil order. -/
theorem symbol_monotone (t : ℝ) : Monotone fun N => symbol N t := by
  refine monotone_nat_of_le_succ fun N => ?_
  have h : 0 ≤ 2 * (2 * Real.sin (t / 2)) ^ (2 * (N + 1)) /
      (((N : ℝ) + 1) ^ 2 * ((2 * (N + 1)).choose (N + 1) : ℝ)) := by
    rw [pow_mul]
    positivity
  rw [symbol_succ]
  linarith
```

## The upper bound in Lean

The facts `h1` and `h2` are the two derivatives of $E$, the second simplified by (1). Then `hslope` says that $E'$ is nondecreasing, `hm` that $E$ is nondecreasing on $[0,\infty)$, and `habs` that the symbol is even. The bound holds at each finite order; convergence as $N\to\infty$ is not addressed.

```lean
/-- The kinetic symbol never exceeds the exact value `t²`. -/
theorem symbol_le_sq (N : ℕ) (t : ℝ) : symbol N t ≤ t ^ 2 := by
  have h1 : ∀ x : ℝ, HasDerivAt (fun y => y ^ 2 - symbol N y)
      (2 * x - 2 * ∑ j ∈ Icc 1 N, coeff N j * (j * Real.sin (j * x))) x := by
    intro x
    have hs : HasDerivAt (fun y : ℝ => ∑ j ∈ Icc 1 N, coeff N j * (1 - Real.cos (j * y)))
        (∑ j ∈ Icc 1 N, coeff N j * (j * Real.sin (j * x))) x := by
      refine HasDerivAt.fun_sum fun j _ => ?_
      have h := (((hasDerivAt_id' x).const_mul (j : ℝ)).cos.const_sub 1).const_mul (coeff N j)
      exact h.congr_deriv (by ring)
    exact ((hasDerivAt_pow 2 x).fun_sub (hs.const_mul 2)).congr_deriv (by simp)
  -- the second derivative of the error is a positive multiple of an even power
  have h2 : ∀ x : ℝ, HasDerivAt
      (fun y : ℝ => 2 * y - 2 * ∑ j ∈ Icc 1 N, coeff N j * (j * Real.sin (j * y)))
      (2 * ((2 * Real.sin (x / 2)) ^ (2 * N) / ((2 * N).choose N : ℝ))) x := by
    intro x
    have hs : HasDerivAt (fun y : ℝ => ∑ j ∈ Icc 1 N, coeff N j * (j * Real.sin (j * y)))
        (∑ j ∈ Icc 1 N, (j : ℝ) ^ 2 * coeff N j * Real.cos (j * x)) x := by
      refine HasDerivAt.fun_sum fun j _ => ?_
      have h := (((hasDerivAt_id' x).const_mul (j : ℝ)).sin.const_mul (j : ℝ)).const_mul
        (coeff N j)
      exact h.congr_deriv (by ring)
    refine (((hasDerivAt_id' x).const_mul 2).fun_sub (hs.const_mul 2)).congr_deriv ?_
    rw [sum_sq_coeff_cos]
    ring
  have hslope := monotone_of_deriv_nonneg (fun x => (h2 x).differentiableAt) (fun x => by
    rw [(h2 x).deriv, pow_mul]
    positivity)
  have hm : MonotoneOn (fun y => y ^ 2 - symbol N y) (Set.Ici 0) := by
    refine monotoneOn_of_deriv_nonneg (convex_Ici 0)
      (fun x _ => (h1 x).continuousAt.continuousWithinAt)
      (fun x _ => (h1 x).differentiableAt.differentiableWithinAt) (fun x hx => ?_)
    rw [interior_Ici] at hx
    have h := hslope (le_of_lt (Set.mem_Ioi.mp hx))
    simp only [mul_zero, Real.sin_zero, sum_const_zero, sub_zero] at h
    rw [(h1 x).deriv]
    exact h
  -- the symbol is even, so nonnegative phases suffice
  have habs : symbol N |t| = symbol N t := by
    rcases abs_choice t with h | h <;> simp [symbol, h]
  have hzero : symbol N 0 = 0 := by simp [symbol]
  have h := hm (Set.mem_Ici.mpr le_rfl) (Set.mem_Ici.mpr (abs_nonneg t)) (abs_nonneg t)
  simp only [hzero, habs, sq_abs] at h
  linarith

end

end FiniteDifferenceKineticSymbol
```

```lean
#print axioms FiniteDifferenceKineticSymbol.stencil_planeWave
-- 'FiniteDifferenceKineticSymbol.stencil_planeWave' depends on axioms: [propext, Classical.choice, Quot.sound]
#print axioms FiniteDifferenceKineticSymbol.symbol_eq
-- 'FiniteDifferenceKineticSymbol.symbol_eq' depends on axioms: [propext, Classical.choice, Quot.sound]
#print axioms FiniteDifferenceKineticSymbol.symbol_monotone
-- 'FiniteDifferenceKineticSymbol.symbol_monotone' depends on axioms: [propext, Classical.choice, Quot.sound]
#print axioms FiniteDifferenceKineticSymbol.symbol_le_sq
-- 'FiniteDifferenceKineticSymbol.symbol_le_sq' depends on axioms: [propext, Classical.choice, Quot.sound]
```
